# A closed loop of N states with a negative overlap product has a link of modulus at most cos(π/N)

Let $u_0,\dots,u_{N-1}$ be unit vectors in a complex inner-product space. If their cyclic overlap product $\prod_j\langle u_j,u_{j+1}\rangle$, with $u_N=u_0$, is a negative real number, then $|\langle u_j,u_{j+1}\rangle|\le\cos(\pi/N)$ for some $j$. For every $N\ge 3$ there are real two-component states that attain the bound on all links. For $N=1$ and $N=2$ the product is never negative, so the condition is not met.

## Phases on a mesh

The phase $\gamma$ of the overlap product is a discrete Berry phase, up to a sign convention that does not affect $|\gamma|$. At $\gamma=\pm\pi$ it sits on the branch cut, where a plaquette flux is ambiguous. For a single band on a finite mesh, a four-point plaquette whose links all exceed $\cos(\pi/4)=1/\sqrt2$ in modulus stays off that cut.

## Bounding the phase by angles

Write $z_j=\langle u_j,u_{j+1}\rangle$, with indices modulo $N$, and let $P_n=\prod_{j<n}z_j$, so $P_0=1$. Suppose $P_N=re^{i\gamma}$ with $r>0$ and $|\gamma|\le\pi$. Then every $P_n$ with $n\le N$ is nonzero, and we may define the transported states
$$t_n=\overline{\left(P_n/|P_n|\right)}\,u_n .$$
The inner product is conjugate-linear in its first slot and $P_{n+1}=P_nz_n$, so
$$\langle t_n,t_{n+1}\rangle=\frac{P_n}{|P_n|}\,\frac{\overline{P_n}\,\overline{z_n}}{|P_n||z_n|}\,z_n=|z_n|.$$

For unit vectors, the real angle is $\angle(x,y)=\arccos\operatorname{Re}\langle x,y\rangle$, and it obeys the triangle inequality. Since $t_0=u_0$,
$$\angle(u_0,t_N)\le\sum_{j<N}\arccos|z_j|.$$
The loop closes with $t_N=e^{-i\gamma}u_0$, so the left side is $\arccos(\cos\gamma)=|\gamma|$. Hence
$$|\gamma|\le\sum_{j<N}\arccos|z_j|.$$
If $|z_j|\ge\cos\delta$ for all $j$, with $0\le\delta\le\pi$, this gives $|\gamma|\le N\delta$.

A negative product has $\gamma=\pi$. If every $|z_j|$ exceeded $\cos(\pi/N)$, each term would be below $\pi/N$ and the sum below $\pi$, a contradiction.

The choice of angle matters. The gauge-invariant angle $\arccos|\langle x,y\rangle|$ also obeys a triangle inequality, but it vanishes between $u_0$ and $e^{-i\gamma}u_0$, and the bound would then say nothing about $\gamma$.

## States that attain the bound

Take $u_j=(\cos(\pi j/N),\sin(\pi j/N))$ with $N\ge3$. The overlap of two such states is the cosine of their angle difference. The first $N-1$ links equal $\cos(\pi/N)$, and the closing link is $\cos(\pi-\pi/N)=-\cos(\pi/N)$. The product is $-\cos^N(\pi/N)$, which is negative because $\cos(\pi/N)>0$. At $N=2$ that cosine is zero.

## Reading the Lean statements

The states are a function `u : ℕ → E`, of which only the values at $j<N$ matter. `link u N j` is $z_j$, with `(j + 1) % N` closing the loop, and `wilsonLoop u N` is $P_N$. In `exists_link_le_cos` the hypotheses are normalisation, `0 < r` and `wilsonLoop u N = -(r : ℂ)`. The space `E` may have any dimension.

The closing link returns to the same vector $u_0$. A loop across the whole Brillouin zone, where the cell-periodic state returns only up to a factor $e^{-i\mathbf G\cdot\mathbf x}$ (with $\mathbf G$ a reciprocal lattice vector and $\mathbf x$ the position), is therefore not covered as it stands. Nor are multiband overlap determinants or the continuum Berry phase.

```lean
import Mathlib

open Finset ComplexConjugate

namespace AdmissibleMesh

noncomputable section

variable {E : Type*} [NormedAddCommGroup E] [InnerProductSpace ℂ E]

/-- The real inner product on the state space: the real part of the complex one. -/
local instance realInnerProduct : InnerProductSpace ℝ E :=
  InnerProductSpace.rclikeToReal ℂ E

/-- The overlap of state `j` with the next state on a closed mesh of `N` points. -/
def link (u : ℕ → E) (N j : ℕ) : ℂ := inner ℂ (u j) (u ((j + 1) % N))

/-- The cyclic overlap product (discrete Wilson loop) of `N` states. -/
def wilsonLoop (u : ℕ → E) (N : ℕ) : ℂ := ∏ j ∈ range N, link u N j

/-- The product of the first `n` consecutive overlaps along an open path of states. -/
def pathProduct (w : ℕ → E) (n : ℕ) : ℂ := ∏ j ∈ range n, inner ℂ (w j) (w (j + 1))

/-- The state `w n` multiplied by the conjugate phase of the overlap product accumulated
up to it. -/
def transported (w : ℕ → E) (n : ℕ) : E :=
  conj (pathProduct w n / (‖pathProduct w n‖ : ℂ)) • w n

lemma phase_step {P z : ℂ} (hP : P ≠ 0) (hz : z ≠ 0) :
    P / (‖P‖ : ℂ) * conj (P * z / (‖P * z‖ : ℂ)) * z = (‖z‖ : ℂ) := by
  have h1 : P * conj P = (‖P‖ : ℂ) ^ 2 := Complex.mul_conj' P
  have h2 : z * conj z = (‖z‖ : ℂ) ^ 2 := Complex.mul_conj' z
  have h3 : (‖P‖ : ℂ) ≠ 0 := by simpa using hP
  have h4 : (‖z‖ : ℂ) ≠ 0 := by simpa using hz
  rw [norm_mul, map_div₀, map_mul, Complex.conj_ofReal, Complex.ofReal_mul]
  calc P / (‖P‖ : ℂ) * (conj P * conj z / ((‖P‖ : ℂ) * (‖z‖ : ℂ))) * z
      = (P * conj P) * (z * conj z) / ((‖P‖ : ℂ) ^ 2 * (‖z‖ : ℂ)) := by ring
    _ = (‖z‖ : ℂ) := by rw [h1, h2]; field_simp

/-- If the overlap product up to state `n + 1` is nonzero, the overlap of the transported states `n`
and `n + 1` equals the modulus of the original overlap. -/
theorem inner_transported (w : ℕ → E) (n : ℕ) (h : pathProduct w (n + 1) ≠ 0) :
    inner ℂ (transported w n) (transported w (n + 1))
      = (‖(inner ℂ (w n) (w (n + 1)) : ℂ)‖ : ℂ) := by
  have hs : pathProduct w (n + 1) = pathProduct w n * inner ℂ (w n) (w (n + 1)) :=
    prod_range_succ _ _
  rw [hs] at h
  simp only [transported]
  rw [inner_smul_left, inner_smul_right, Complex.conj_conj, hs, ← mul_assoc]
  exact phase_step (left_ne_zero_of_mul h) (right_ne_zero_of_mul h)

lemma norm_transported (w : ℕ → E) (n : ℕ) (hw : ‖w n‖ = 1) (h : pathProduct w n ≠ 0) :
    ‖transported w n‖ = 1 := by
  rw [transported, norm_smul, hw, mul_one, RCLike.norm_conj, norm_div, Complex.norm_real,
    norm_norm, div_self (norm_ne_zero_iff.mpr h)]

lemma angle_unit {x y : E} (hx : ‖x‖ = 1) (hy : ‖y‖ = 1) :
    InnerProductGeometry.angle x y = Real.arccos (inner ℂ x y : ℂ).re := by
  change Real.arccos ((inner ℂ x y : ℂ).re / (‖x‖ * ‖y‖)) = _
  rw [hx, hy, mul_one, div_one]

/-- For unit vectors with a nonzero overlap product along the path, the real angle between the first
state and the transported last state is at most the sum of the angles `arccos |overlap|` along the
path. -/
theorem angle_transported_le (w : ℕ → E) (hw : ∀ j, ‖w j‖ = 1) (n : ℕ)
    (h : pathProduct w n ≠ 0) :
    InnerProductGeometry.angle (w 0) (transported w n)
      ≤ ∑ j ∈ range n, Real.arccos ‖(inner ℂ (w j) (w (j + 1)) : ℂ)‖ := by
  induction n with
  | zero =>
    have h0 : w 0 ≠ 0 := norm_ne_zero_iff.mp (by rw [hw]; exact one_ne_zero)
    have ht : transported w 0 = w 0 := by simp [transported, pathProduct]
    rw [ht, InnerProductGeometry.angle_self h0, sum_range_zero]
  | succ n ih =>
    have hn : pathProduct w n ≠ 0 := by
      intro h0
      apply h
      rw [pathProduct, prod_range_succ]
      change pathProduct w n * _ = 0
      rw [h0, zero_mul]
    -- triangle inequality through the previous transported state
    have tri := InnerProductGeometry.angle_le_angle_add_angle
      (w 0) (transported w n) (transported w (n + 1))
    rw [angle_unit (norm_transported w n (hw n) hn) (norm_transported w (n + 1) (hw _) h),
      inner_transported w n h, Complex.ofReal_re] at tri
    rw [sum_range_succ]
    linarith [ih hn]

/-- If the Wilson loop of `N` unit vectors is `r exp(iγ)` with `r > 0` and `|γ| ≤ π`, then
`|γ|` is at most the sum of `arccos |link|` around the loop. -/
theorem abs_berryPhase_le (u : ℕ → E) {N : ℕ} (hN : 0 < N) (hu : ∀ j < N, ‖u j‖ = 1)
    {r γ : ℝ} (hr : 0 < r) (hγ : |γ| ≤ Real.pi)
    (h : wilsonLoop u N = r * Complex.exp (γ * Complex.I)) :
    |γ| ≤ ∑ j ∈ range N, Real.arccos ‖link u N j‖ := by
  -- unroll the loop into a periodic path
  let w : ℕ → E := fun j => u (j % N)
  have hw : ∀ j, ‖w j‖ = 1 := fun j => hu _ (Nat.mod_lt _ hN)
  have hl : ∀ j ∈ range N, (inner ℂ (w j) (w (j + 1)) : ℂ) = link u N j := by
    intro j hj
    simp only [w, link, Nat.mod_eq_of_lt (mem_range.mp hj)]
  have hP : pathProduct w N = r * Complex.exp (γ * Complex.I) := by
    rw [← h]
    exact prod_congr rfl hl
  have hr' : (r : ℂ) ≠ 0 := Complex.ofReal_ne_zero.mpr hr.ne'
  have hP0 : pathProduct w N ≠ 0 := by
    rw [hP]; exact mul_ne_zero hr' (Complex.exp_ne_zero _)
  have hnorm : ‖pathProduct w N‖ = r := by
    rw [hP, norm_mul, Complex.norm_exp_ofReal_mul_I, mul_one, Complex.norm_real,
      Real.norm_of_nonneg hr.le]
  have hwN : w N = w 0 := by simp [w]
  have key := angle_transported_le w hw N hP0
  -- the loop closes up to the phase exp(-iγ)
  have hin : (inner ℂ (w 0) (transported w N) : ℂ).re = Real.cos γ := by
    rw [transported, hnorm, hP, mul_div_cancel_left₀ _ hr', hwN, inner_smul_right,
      inner_self_eq_norm_sq_to_K, hw 0]
    simp [Complex.exp_ofReal_mul_I_re]
  rw [angle_unit (hw 0) (norm_transported w N (hw N) hP0), hin, ← Real.cos_abs,
    Real.arccos_cos (abs_nonneg γ) hγ] at key
  exact key.trans_eq (sum_congr rfl fun j hj => by rw [hl j hj])

/-- If the Wilson loop of `N` unit vectors is `r exp(iγ)` with `r > 0` and `|γ| ≤ π`, and every link
has modulus at least `cos δ` with `0 ≤ δ ≤ π`, then `|γ|` is at most `N δ`. -/
theorem abs_berryPhase_le_of_uniform (u : ℕ → E) {N : ℕ} (hN : 0 < N)
    (hu : ∀ j < N, ‖u j‖ = 1) {r γ δ : ℝ} (hr : 0 < r) (hγ : |γ| ≤ Real.pi)
    (h : wilsonLoop u N = r * Complex.exp (γ * Complex.I))
    (hδ : 0 ≤ δ) (hδ' : δ ≤ Real.pi) (hl : ∀ j < N, Real.cos δ ≤ ‖link u N j‖) :
    |γ| ≤ N * δ := by
  refine (abs_berryPhase_le u hN hu hr hγ h).trans ?_
  have hs : ∑ j ∈ range N, Real.arccos ‖link u N j‖ ≤ ∑ _j ∈ range N, δ := by
    refine sum_le_sum fun j hj => ?_
    have := Real.antitone_arccos (hl j (mem_range.mp hj))
    rwa [Real.arccos_cos hδ hδ'] at this
  simpa using hs

/-- If the cyclic overlap product of `N` unit vectors is a negative real number, some link has
modulus at most `cos (π / N)`. -/
theorem exists_link_le_cos (u : ℕ → E) {N : ℕ} (hu : ∀ j < N, ‖u j‖ = 1)
    {r : ℝ} (hr : 0 < r) (h : wilsonLoop u N = -(r : ℂ)) :
    ∃ j < N, ‖link u N j‖ ≤ Real.cos (Real.pi / N) := by
  have hN : 0 < N := by
    rcases Nat.eq_zero_or_pos N with h0 | h0
    · subst h0
      have h1 := congrArg Complex.re h
      simp [wilsonLoop] at h1
      linarith
    · exact h0
  have hN1 : (1 : ℝ) ≤ N := by exact_mod_cast hN
  by_contra! hcon
  have hb := abs_berryPhase_le u hN hu hr (abs_of_pos Real.pi_pos).le
    (by rw [h, Complex.exp_pi_mul_I]; ring)
  rw [abs_of_pos Real.pi_pos] at hb
  -- links that are all too large make the total angle smaller than π
  have hs : ∑ j ∈ range N, Real.arccos ‖link u N j‖ < ∑ _j ∈ range N, Real.pi / N := by
    refine sum_lt_sum_of_nonempty ⟨0, mem_range.mpr hN⟩ fun j hj => ?_
    have hj' := mem_range.mp hj
    have h1 : ‖link u N j‖ ≤ 1 := by
      have := norm_inner_le_norm (𝕜 := ℂ) (u j) (u ((j + 1) % N))
      rwa [hu j hj', hu _ (Nat.mod_lt _ hN), mul_one] at this
    have h2 := Real.strictAntiOn_arccos ⟨Real.neg_one_le_cos _, Real.cos_le_one _⟩
      ⟨by linarith [norm_nonneg (link u N j)], h1⟩ (hcon j hj')
    rwa [Real.arccos_cos (by positivity) (div_le_self Real.pi_pos.le hN1)] at h2
  rw [sum_const, card_range, nsmul_eq_mul, mul_div_cancel₀ _ (by positivity)] at hs
  linarith

/-- The real two-level state `(cos θ, sin θ)`. -/
def realState (θ : ℝ) : EuclideanSpace ℂ (Fin 2) :=
  !₂[((Real.cos θ : ℝ) : ℂ), ((Real.sin θ : ℝ) : ℂ)]

lemma inner_real_pair (a b c d : ℝ) :
    inner ℂ (!₂[(a : ℂ), (b : ℂ)] : EuclideanSpace ℂ (Fin 2)) !₂[(c : ℂ), (d : ℂ)]
      = ((c * a + d * b : ℝ) : ℂ) := by
  simp [PiLp.inner_apply, Fin.sum_univ_two]

/-- The overlap of two real two-level states is the cosine of their angle difference. -/
theorem inner_realState (θ φ : ℝ) :
    inner ℂ (realState θ) (realState φ) = ((Real.cos (φ - θ) : ℝ) : ℂ) := by
  rw [realState, realState, inner_real_pair, Real.cos_sub]

/-- Sharpness for `N ≥ 3`: the unit vectors `(cos (πj/N), sin (πj/N))` have all links of
modulus `cos (π/N)`, and their cyclic overlap product is the negative real
`-cos (π/N) ^ N`. -/
theorem realState_sharp {N : ℕ} (hN : 3 ≤ N) :
    let u : ℕ → EuclideanSpace ℂ (Fin 2) := fun j => realState (Real.pi * j / N)
    (∀ j, ‖u j‖ = 1) ∧ (∀ j < N, ‖link u N j‖ = Real.cos (Real.pi / N)) ∧
      0 < Real.cos (Real.pi / N) ^ N ∧
      wilsonLoop u N = -((Real.cos (Real.pi / N) ^ N : ℝ) : ℂ) := by
  intro u
  have hN3 : (3 : ℝ) ≤ N := by exact_mod_cast hN
  have hN0 : (N : ℝ) ≠ 0 := by positivity
  have hc : 0 < Real.cos (Real.pi / N) := by
    apply Real.cos_pos_of_mem_Ioo
    constructor
    · have : 0 < Real.pi / N := by positivity
      linarith [Real.pi_pos]
    · exact div_lt_div_of_pos_left Real.pi_pos (by norm_num) (by linarith)
  have bulk : ∀ j, j + 1 < N → link u N j = ((Real.cos (Real.pi / N) : ℝ) : ℂ) := by
    intro j hj
    simp only [link, u, Nat.mod_eq_of_lt hj]
    rw [inner_realState]
    congr 2
    push_cast
    ring
  -- the closing link carries the minus sign
  have seam : ∀ j, j + 1 = N → link u N j = -((Real.cos (Real.pi / N) : ℝ) : ℂ) := by
    intro j hj
    have hj' : (j : ℝ) = N - 1 := by rw [← hj]; push_cast; ring
    simp only [link, u, hj, Nat.mod_self]
    rw [inner_realState, ← Complex.ofReal_neg, ← Real.cos_pi_sub, ← Real.cos_neg, hj']
    congr 2
    push_cast
    field_simp
    ring
  refine ⟨fun j => ?_, fun j hj => ?_, pow_pos hc N, ?_⟩
  · have h2 : ‖u j‖ ^ 2 = 1 := by
      rw [norm_sq_eq_re_inner (𝕜 := ℂ), inner_realState, sub_self, Real.cos_zero]
      simp
    nlinarith [norm_nonneg (u j)]
  · rcases Nat.lt_or_ge (j + 1) N with h | h
    · rw [bulk j h, Complex.norm_real, Real.norm_of_nonneg hc.le]
    · rw [seam j (by omega), norm_neg, Complex.norm_real, Real.norm_of_nonneg hc.le]
  · obtain ⟨m, hm⟩ : ∃ m, N = m + 1 := ⟨N - 1, by omega⟩
    have hsplit : wilsonLoop u N = (∏ j ∈ range m, link u N j) * link u N m := by
      rw [wilsonLoop, ← prod_range_succ, ← hm]
    have hpow : Real.cos (Real.pi / N) ^ N
        = Real.cos (Real.pi / N) ^ m * Real.cos (Real.pi / N) := by
      rw [← pow_succ, ← hm]
    rw [hsplit, seam m hm.symm, hpow,
      prod_congr rfl fun j hj => bulk j (by have := mem_range.mp hj; omega),
      prod_const, card_range, Complex.ofReal_mul, Complex.ofReal_pow]
    ring

end

end AdmissibleMesh
```

```lean
#print axioms AdmissibleMesh.abs_berryPhase_le_of_uniform
#print axioms AdmissibleMesh.exists_link_le_cos
#print axioms AdmissibleMesh.realState_sharp
```

```
'AdmissibleMesh.abs_berryPhase_le_of_uniform' depends on axioms: [propext, Classical.choice, Quot.sound]
'AdmissibleMesh.exists_link_le_cos' depends on axioms: [propext, Classical.choice, Quot.sound]
'AdmissibleMesh.realState_sharp' depends on axioms: [propext, Classical.choice, Quot.sound]
```

## How the proof runs

`phase_step` is the phase cancellation for $P_n$ and $z_n$, and `inner_transported` applies it to the states. `norm_transported` keeps them normalised, and `angle_unit` turns Mathlib's real angle into an arccosine; the instance `realInnerProduct` supplies the real structure.

`angle_transported_le` is an induction on path length, with one triangle inequality per step. `abs_berryPhase_le` unrolls the loop into the periodic path `w j = u (j % N)` and computes the closing angle as $|\gamma|$. `abs_berryPhase_le_of_uniform` then bounds each term by $\delta$.

In `exists_link_le_cos`, `by_contra!` assumes that all links are too large. Strict monotonicity of arccos on $[-1,1]$ makes the sum less than $\pi$; Cauchy–Schwarz keeps the moduli in that interval.

For sharpness, `inner_real_pair` and `inner_realState` give the cosine overlap. Inside `realState_sharp`, `bulk` handles the first $N-1$ links and `seam` the closing one, which carries the minus sign.
